# Mixing occupied core orbitals into the valence orbitals leaves a Slater determinant unchanged

The theorem `amplitude_add_core` concerns a single Slater determinant in which finitely many core and valence orbitals, the columns of `C` and `V`, are all occupied. Its amplitude for a choice `r` of one basis function per electron is the determinant of the chosen rows of the orbital matrix, with no normalising factor and no orthonormality assumed. The claim is that replacing `V` by `V + C * A`, for any complex matrix `A`, changes none of these amplitudes. The proof writes the replacement as right multiplication by a block triangular matrix with identity blocks on the diagonal, whose determinant is 1, and then uses the product rule for determinants.

The failing Lean file:

```lean
import Mathlib

open Matrix
open scoped ComplexOrder

namespace FrozenCoreDeterminant

noncomputable section

variable {m c v : Type*} [Fintype m] [DecidableEq m] [Fintype c] [DecidableEq c]
  [Fintype v] [DecidableEq v]

/-- The all-electron orbital matrix: core columns followed by valence columns. -/
def orbitals (C : Matrix m c ℂ) (V : Matrix m v ℂ) : Matrix m (c ⊕ v) ℂ :=
  Matrix.fromCols C V

/-- The Slater determinant amplitude for the basis functions selected by `r`,
one for each electron. -/
def amplitude (C : Matrix m c ℂ) (V : Matrix m v ℂ) (r : c ⊕ v → m) : ℂ :=
  ((orbitals C V).submatrix r id).det

omit [Fintype m] [DecidableEq m] in
/-- Every Slater determinant amplitude is unchanged when arbitrary combinations of core
orbitals are added to the valence orbitals. -/
theorem amplitude_add_core (C : Matrix m c ℂ) (V : Matrix m v ℂ) (A : Matrix c v ℂ)
    (r : c ⊕ v → m) :
    amplitude C (V + C * A) r = amplitude C V r := by
  -- core admixture is a block unitriangular column operation
  have h : orbitals C (V + C * A)
      = orbitals C V * Matrix.fromBlocks 1 A 0 1 := by
    rw [orbitals, orbitals, Matrix.fromCols_mul_fromBlocks]
    simp [add_comm]
  have hs : (orbitals C V * Matrix.fromBlocks 1 A 0 1).submatrix r id
      = (orbitals C V).submatrix r id * Matrix.fromBlocks 1 A 0 1 := by
    ext i j
    simp [Matrix.mul_apply]
  rw [amplitude, h, hs, Matrix.det_mul, Matrix.det_fromBlocks_zero₂₁]
  simp [amplitude]

end

end FrozenCoreDeterminant
```

The compiler's answer:

```
Main.lean:31:28: error: Tactic `rewrite` failed: Did not find an occurrence of the pattern
  fromCols ?A₁ ?A₂ * fromBlocks ?B₁₁ ?B₁₂ ?B₂₁ ?B₂₂
in the target expression
  C.fromCols (V + C * A) = C.fromCols V * fromBlocks 1 A 0 1

m : Type u_1
c : Type u_2
v : Type u_3
inst✝³ : Fintype c
inst✝² : DecidableEq c
inst✝¹ : Fintype v
inst✝ : DecidableEq v
C : Matrix m c ℂ
V : Matrix m v ℂ
A : Matrix c v ℂ
r : c ⊕ v → m
⊢ C.fromCols (V + C * A) = C.fromCols V * fromBlocks 1 A 0 1

Note: The target expression is not type-correct under the `implicit` transparency level, which may have triggered the failure. This is usually caused by unfolding of semireducible definitions in prior tactic steps. Use `set_option linter.tacticCheckInstances true` to investigate the source of the issue.
Full error:
  Application type mismatch: The argument
    CStarMatrix.instHMulOfFintypeOfMulOfAddCommMonoid
  has type
    HMul (CStarMatrix m (c ⊕ v) ℂ) (CStarMatrix (c ⊕ v) (c ⊕ v) ℂ) (CStarMatrix m (c ⊕ v) ℂ)
  but is expected to have type
    HMul (Matrix m (c ⊕ v) ℂ) (Matrix (c ⊕ v) (c ⊕ v) ℂ) (Matrix m (c ⊕ v) ℂ)
  in the application
    @HMul.hMul (Matrix m (c ⊕ v) ℂ) (Matrix (c ⊕ v) (c ⊕ v) ℂ) (Matrix m (c ⊕ v) ℂ)
      CStarMatrix.instHMulOfFintypeOfMulOfAddCommMonoid
Main.lean:34:69: error: unsolved goals
m : Type u_1
c : Type u_2
v : Type u_3
inst✝³ : Fintype c
inst✝² : DecidableEq c
inst✝¹ : Fintype v
inst✝ : DecidableEq v
C : Matrix m c ℂ
V : Matrix m v ℂ
A : Matrix c v ℂ
r : c ⊕ v → m
h : orbitals C (V + C * A) = orbitals C V * fromBlocks 1 A 0 1
i j : c ⊕ v
⊢ submatrix (orbitals C V * fromBlocks 1 A 0 1) r id i j =
    ∑ a₁, orbitals C V (r i) (Sum.inl a₁) * fromBlocks 1 A 0 1 (Sum.inl a₁) j +
      ∑ a₂, orbitals C V (r i) (Sum.inr a₂) * fromBlocks 1 A 0 1 (Sum.inr a₂) j
Main.lean:37:20: error: Tactic `rewrite` failed: Did not find an occurrence of the pattern
  submatrix (orbitals C V * fromBlocks 1 A 0 1) r id
in the target expression
  ((orbitals C V * fromBlocks 1 A 0 1).submatrix r id).det = amplitude C V r

m : Type u_1
c : Type u_2
v : Type u_3
inst✝³ : Fintype c
inst✝² : DecidableEq c
inst✝¹ : Fintype v
inst✝ : DecidableEq v
C : Matrix m c ℂ
V : Matrix m v ℂ
A : Matrix c v ℂ
r : c ⊕ v → m
h : orbitals C (V + C * A) = orbitals C V * fromBlocks 1 A 0 1
hs : submatrix (orbitals C V * fromBlocks 1 A 0 1) r id = (orbitals C V).submatrix r id * fromBlocks 1 A 0 1
⊢ ((orbitals C V * fromBlocks 1 A 0 1).submatrix r id).det = amplitude C V r

Note: The target expression is not type-correct under the `implicit` transparency level, which may have triggered the failure. This is usually caused by unfolding of semireducible definitions in prior tactic steps. Use `set_option linter.tacticCheckInstances true` to investigate the source of the issue.
Full error:
  Application type mismatch: The argument
    CStarMatrix.instHMulOfFintypeOfMulOfAddCommMonoid
  has type
    HMul (CStarMatrix m (c ⊕ v) ℂ) (CStarMatrix (c ⊕ v) (c ⊕ v) ℂ) (CStarMatrix m (c ⊕ v) ℂ)
  but is expected to have type
    HMul (Matrix m (c ⊕ v) ℂ) (Matrix (c ⊕ v) (c ⊕ v) ℂ) (Matrix m (c ⊕ v) ℂ)
  in the application
    @HMul.hMul (Matrix m (c ⊕ v) ℂ) (Matrix (c ⊕ v) (c ⊕ v) ℂ) (Matrix m (c ⊕ v) ℂ)
      CStarMatrix.instHMulOfFintypeOfMulOfAddCommMonoid
```

What went wrong. All three errors come from the product `orbitals C V * Matrix.fromBlocks 1 A 0 1`. `A` alone does not fix the sizes of the other blocks, and Lean settled on the multiplication belonging to `CStarMatrix`, a separately named copy of `Matrix`. Both multiplications print as `*`. `Matrix.fromCols_mul_fromBlocks` is about the ordinary `Matrix` product, so it found no match. In `hs`, `simp` expanded the right side into sums, but the `Matrix` lemmas it needed did not apply to the product on the left.

The last rewrite failed because the products in `h` and `hs` have different result types. In `h`, the left side of the equation makes the result a `Matrix`. In `hs` nothing does, and the result is a `CStarMatrix`. The messages hint at this by printing `submatrix (...) r id` for `hs` but `(...).submatrix r id` for the goal.

The repair gives the types of the blocks and of the whole block matrix in `h`, so the product is the ordinary one and the rewrite applies. `hs` is now stated for every `T` of type `Matrix (c ⊕ v) (c ⊕ v) ℂ`, which makes its product an ordinary one too, so it matches the product from `h`. `intro T` introduces that matrix, and `rfl` closes the goal for each entry, since the two sides are equal by definition.

The change, after which it compiles:

```diff
@@ -27,12 +27,14 @@
     amplitude C (V + C * A) r = amplitude C V r := by
   -- core admixture is a block unitriangular column operation
-  have h : orbitals C (V + C * A)
-      = orbitals C V * Matrix.fromBlocks 1 A 0 1 := by
+  have h : orbitals C (V + C * A) = orbitals C V *
+      (Matrix.fromBlocks (1 : Matrix c c ℂ) A (0 : Matrix v c ℂ) (1 : Matrix v v ℂ) :
+        Matrix (c ⊕ v) (c ⊕ v) ℂ) := by
     rw [orbitals, orbitals, Matrix.fromCols_mul_fromBlocks]
     simp [add_comm]
-  have hs : (orbitals C V * Matrix.fromBlocks 1 A 0 1).submatrix r id
-      = (orbitals C V).submatrix r id * Matrix.fromBlocks 1 A 0 1 := by
+  have hs : ∀ T : Matrix (c ⊕ v) (c ⊕ v) ℂ,
+      (orbitals C V * T).submatrix r id = (orbitals C V).submatrix r id * T := by
+    intro T
     ext i j
-    simp [Matrix.mul_apply]
+    rfl
   rw [amplitude, h, hs, Matrix.det_mul, Matrix.det_fromBlocks_zero₂₁]
   simp [amplitude]
```
